# A positive diagonal preconditioner can destroy the convergence of linear mixing

Let $x\in\mathbb R^2$ be the quantity that a self-consistency cycle updates, for instance two components of a density, and let $x_s$ be the self-consistent solution. The residual is taken as input minus output and is assumed to be exactly linear, $R(x)=E\,(x-x_s)$, with a real $2\times2$ matrix $E$, the residual Jacobian. A mixing step with step length $a$ and preconditioner $D$ is

$$x\;\mapsto\;x-a\,D\,E\,(x-x_s).$$

Plain linear mixing is the case $D=1$, the identity matrix. For $a>0$, a diagonal $D=\mathrm{diag}(d_1,d_2)$ with positive entries gives each component its own positive step length, $a d_1$ and $a d_2$. The matrix studied here is an illustrative choice, not the Jacobian of a particular physical system:

$$E=\begin{pmatrix}-1&-2\\2&3\end{pmatrix}.$$

Plain mixing with this $E$ converges exactly for $0<a<2$. With $D=\mathrm{diag}(4,1)$ it converges for no $a>0$. For self-consistent-field calculations, this two-variable linear model shows that a Jacobian with positive spectrum and a positive diagonal preconditioner do not together guarantee that mixing converges for some positive step length.

## The mixing step and its convergence in Lean

```lean
import Mathlib

open Matrix Filter Topology

namespace DiagonalPreconditioningCounterexample

noncomputable section
```

The first line loads the mathematical library Mathlib. The `open` line makes short names available for matrices and limits, and the namespace puts a common prefix on everything defined below.

```lean
/-- One step of preconditioned linear mixing with step length `a`, preconditioner `D` and
linear residual `E (x - xs)` around the fixed point `xs`. -/
def mixStep (a : ℝ) (D E : Matrix (Fin 2) (Fin 2) ℝ) (xs x : Fin 2 → ℝ) : Fin 2 → ℝ :=
  x - a • (D *ᵥ (E *ᵥ (x - xs)))
```

This is the mixing step. The type `Fin 2 → ℝ` is a function from the two indices to the reals, that is, a vector in $\mathbb R^2$, and `Matrix (Fin 2) (Fin 2) ℝ` is a real $2\times2$ matrix. Lean counts the indices as 0 and 1, so $d_1$ and $d_2$ belong to components 0 and 1. The symbol `*ᵥ` applies a matrix to a vector, and `•` multiplies by a number.

The definition uses the linear residual directly. A real self-consistency map is nonlinear, and this model stands for its linearisation near the solution. The matrix $D$ and the number $a$ stay fixed throughout the iteration.

```lean
/-- The mixing iteration reaches the fixed point in the limit, wherever the fixed point lies
and wherever the iteration starts. -/
def Converges (a : ℝ) (D E : Matrix (Fin 2) (Fin 2) ℝ) : Prop :=
  ∀ xs x : Fin 2 → ℝ, Tendsto (fun n : ℕ => (mixStep a D E xs)^[n] x) atTop (𝓝 xs)
```

`Converges a D E` is a proposition: for every solution $x_s$ and every starting vector $x$, the iterates tend to $x_s$. The notation `f^[n] x` means that `f` is applied $n$ times to `x`. `Tendsto … atTop (𝓝 xs)` is the usual limit $n\to\infty$, with `𝓝 xs` standing for the neighbourhoods of `xs`.

Because of the words "every starting vector", the negation of `Converges` says that at least one start fails. It does not say that all of them do; an iteration started at $x_s$ stays there for any $a$.

```lean
/-- The residual Jacobian of the counterexample. -/
def jac : Matrix (Fin 2) (Fin 2) ℝ := !![-1, -2; 2, 3]
```

This is the matrix $E$, with the rows separated by a semicolon. It is not symmetric.

## From iterates to matrix powers

```lean
/-- After `n` mixing steps the initial error has been multiplied by `(1 - a D E) ^ n`. -/
theorem iterate_error (a : ℝ) (D E : Matrix (Fin 2) (Fin 2) ℝ) (xs x : Fin 2 → ℝ) (n : ℕ) :
    (mixStep a D E xs)^[n] x - xs = ((1 - a • (D * E)) ^ n) *ᵥ (x - xs) := by
  have step : ∀ y, mixStep a D E xs y - xs = (1 - a • (D * E)) *ᵥ (y - xs) := by
    intro y
    rw [mixStep, Matrix.sub_mulVec, Matrix.one_mulVec, Matrix.smul_mulVec,
      Matrix.mulVec_mulVec]
    abel
  induction n with
  | zero => simp
  | succ n ih =>
    rw [Function.iterate_succ_apply', step, ih, Matrix.mulVec_mulVec, ← pow_succ']
```

The theorem says that the error after $n$ steps is

$$x_n-x_s=M^n(x_0-x_s),\qquad M=1-aDE,$$

where $x_0$ is the start, called `x` in the code. I call $M$ the error propagator. By hand, subtract $x_s$ from both sides of the mixing step:

$$x_{n+1}-x_s=(x_n-x_s)-aDE(x_n-x_s)=M(x_n-x_s).$$

Repeating this $n$ times gives the power.

The Lean proof has the same two parts. The intermediate statement `step` is the one-step identity for an arbitrary vector `y`; the `rw` line expands the matrix product, and `abel` rearranges the sums. Then `induction n` treats $n=0$, where both sides are the initial error, and the passage from $n$ to $n+1$, where one more factor $M$ is multiplied from the left.

```lean
/-- Mixing converges exactly when every entry of `(1 - a D E) ^ n` tends to zero. -/
theorem converges_iff (a : ℝ) (D E : Matrix (Fin 2) (Fin 2) ℝ) :
    Converges a D E ↔
      ∀ i j, Tendsto (fun n : ℕ => ((1 - a • (D * E)) ^ n) i j) atTop (𝓝 0) := by
  constructor
  · intro h i j
    -- a unit initial error reads off one column of the power
    have h1 := (tendsto_pi_nhds.1 (h 0 (Pi.single j 1))) i
    refine h1.congr fun n => ?_
    have e := iterate_error a D E 0 (Pi.single j 1) n
    rw [sub_zero, sub_zero, Matrix.mulVec_single_one] at e
    exact congrFun e i
  · intro h xs x
    refine tendsto_pi_nhds.2 fun i => ?_
    have h1 := (((h i 0).mul_const ((x - xs) 0)).add
      ((h i 1).mul_const ((x - xs) 1))).const_add (xs i)
    simp only [zero_mul, add_zero] at h1
    refine h1.congr fun n => ?_
    have e := congrFun (iterate_error a D E xs x n) i
    simp only [Pi.sub_apply, Matrix.mulVec, dotProduct, Fin.sum_univ_two] at e ⊢
    linarith
```

Convergence from every start is equivalent to $(M^n)_{ij}\to0$ for all four pairs $i,j$. The symbol `↔` means "if and only if", and `constructor` splits the proof into its two directions.

Suppose first that mixing converges. Choose $x_s=0$ and start from the unit vector $e_j$, written `Pi.single j 1`. The iterate is then $M^ne_j$, which is column $j$ of $M^n$. It tends to zero, and so does each of its components.

Conversely, suppose that all entries tend to zero. Component $i$ of the iterate is

$$(x_n)_i=(x_s)_i+(M^n)_{i0}(x_0-x_s)_0+(M^n)_{i1}(x_0-x_s)_1 .$$

The last two terms vanish in the limit, which leaves $(x_s)_i$. In both directions `tendsto_pi_nhds` translates between the limit of a vector and the limits of its components.

## A determinant test for failure

```lean
/-- Convergent mixing requires an error propagator with determinant below one. -/
theorem det_lt_one {a : ℝ} {D E : Matrix (Fin 2) (Fin 2) ℝ} (h : Converges a D E) :
    (1 - a • (D * E)).det < 1 := by
  have h' := (converges_iff a D E).1 h
  by_contra hd
  -- the determinant of the powers tends to zero, yet it would stay at least one
  have t := ((h' 0 0).mul (h' 1 1)).sub ((h' 0 1).mul (h' 1 0))
  have key : ∀ n : ℕ, 1 ≤ ((1 - a • (D * E)) ^ n) 0 0 * ((1 - a • (D * E)) ^ n) 1 1
      - ((1 - a • (D * E)) ^ n) 0 1 * ((1 - a • (D * E)) ^ n) 1 0 := by
    intro n
    rw [← Matrix.det_fin_two, Matrix.det_pow]
    exact one_le_pow₀ (not_lt.1 hd)
  have h1 := ge_of_tendsto' t key
  norm_num at h1
```

If mixing converges, then $\det M<1$. Suppose instead that $\det M\ge1$. The determinant is multiplicative, so

$$\det(M^n)=(\det M)^n\ge1\qquad\text{for every }n.$$

On the other hand,

$$\det(M^n)=(M^n)_{00}(M^n)_{11}-(M^n)_{01}(M^n)_{10}\to0,$$

because every entry tends to zero. A sequence that never falls below 1 cannot have the limit 0. Geometrically, the determinant is the signed factor by which one step changes areas in the plane of errors, and a set of errors that shrinks to a point must lose its area.

In the code, `by_contra hd` assumes the opposite of the claim. The limit of the determinant is `t`, the lower bound for all $n$ is `key`, and `ge_of_tendsto'` passes the bound to the limit. The resulting false inequality $1\le0$ is rejected by `norm_num`.

The test works in one direction only: a determinant below one is necessary for convergence, but not sufficient.

## Plain mixing

```lean
/-- The characteristic polynomial of the Jacobian is `(X - 1) ^ 2`. -/
theorem jac_charpoly : jac.charpoly = (Polynomial.X - 1) ^ 2 := by
  have h1 : jac.trace = 1 + 1 := by norm_num [jac, Matrix.trace_fin_two]
  have h2 : jac.det = 1 := by norm_num [jac, Matrix.det_fin_two]
  rw [Matrix.charpoly_fin_two, h1, h2, Polynomial.C_add, Polynomial.C_1]
  ring
```

The trace of $E$ is $-1+3=2$ and its determinant is $-3+4=1$. The characteristic polynomial is therefore

$$X^2-2X+1=(X-1)^2,$$

and 1 is the only eigenvalue. The Lean proof computes the same two numbers and inserts them into the general formula for $2\times2$ matrices.

```lean
/-- For the Jacobian `jac` and without a preconditioner, mixing converges exactly for step lengths
strictly between 0 and 2. -/
theorem plain_converges_iff (a : ℝ) : Converges a 1 jac ↔ 0 < a ∧ a < 2 := by
  constructor
  · intro h
    have h1 := det_lt_one h
    have h2 : (1 - a • (1 * jac)).det = (1 - a) ^ 2 := by
      rw [one_mul, Matrix.det_fin_two]
      simp [jac]
      ring
    rw [h2] at h1
    constructor <;> nlinarith
  · rintro ⟨h0, h2⟩
    have hr : |1 - a| < 1 := abs_lt.2 ⟨by linarith, by linarith⟩
    -- powers of the error propagator, using that `jac - 1` squares to zero
    have hpow : ∀ n : ℕ, (1 - a • jac) ^ (n + 1) =
        ((1 - a) * (1 - a) ^ n) • (1 : Matrix (Fin 2) (Fin 2) ℝ)
        - (a * (n * (1 - a) ^ n + (1 - a) ^ n)) • (jac - 1) := by
      intro n
      induction n with
      | zero =>
        ext i j
        fin_cases i <;> fin_cases j <;> simp [jac] <;> ring
      | succ n ih =>
        rw [pow_succ, ih]
        ext i j
        fin_cases i <;> fin_cases j <;>
          simp [jac, Matrix.mul_apply, Fin.sum_univ_two] <;> ring
    have t1 := tendsto_pow_atTop_nhds_zero_of_abs_lt_one hr
    have t2 := tendsto_self_mul_const_pow_of_abs_lt_one hr
    rw [converges_iff]
    intro i j
    rw [one_mul, ← tendsto_add_atTop_iff_nat 1]
    have t3 := ((t1.const_mul (1 - a)).mul_const ((1 : Matrix (Fin 2) (Fin 2) ℝ) i j)).sub
      (((t2.add t1).const_mul a).mul_const ((jac - 1) i j))
    simp only [mul_zero, zero_mul, add_zero, sub_zero] at t3
    refine t3.congr fun n => ?_
    rw [hpow n]
    rfl
```

Here `1` in the place of the preconditioner is the identity matrix. The theorem states that plain mixing converges if and only if $0<a<2$.

For necessity, compute

$$\det(1-aE)=(1+a)(1-3a)+4a^2=(1-a)^2 .$$

The determinant test requires $(1-a)^2<1$, that is, $a(2-a)>0$, and hence $0<a<2$. In Lean, `h2` is the determinant formula, and `nlinarith` derives the two bounds from the quadratic inequality.

For sufficiency, separate the eigenvalue from the rest of the matrix:

$$E=1+N,\qquad N=\begin{pmatrix}-2&-2\\2&2\end{pmatrix},\qquad N^2=0 .$$

With $r=1-a$, the propagator is $M=r\,1-aN$. Its powers are

$$M^{n+1}=r^{n+1}\,1-(n+1)\,a\,r^n N .$$

For $n=0$ this is $M$ itself. If it holds for $n$, multiplication by $M$ gives

$$\bigl(r^{n+1}1-(n+1)ar^nN\bigr)\bigl(r1-aN\bigr)=r^{n+2}\,1-(n+2)\,a\,r^{n+1}N,$$

since the term with $N^2$ vanishes. For $0<a<2$ we have $|r|<1$, so both $r^n$ and $n r^n$ tend to zero, and all entries of the powers do too. The factor $n+1$ can make the error grow at first, but the geometric factor wins in the end. At $a=1$ the propagator is $-N$, whose square is zero, and the iteration reaches the solution after at most two steps.

The formula for the powers is `hpow`, in which $N$ appears as `jac - 1`. Lean proves it by induction, checking the four entries separately: `fin_cases` lists the index values, and `ring` verifies the algebra. The limits of $r^n$ and $nr^n$ are `t1` and `t2`, and `t3` combines them into the limit of one matrix entry. Since the formula describes the power $n+1$, the proof also uses the fact that shifting a sequence by one place does not change its limit.

## Mixing with a diagonal preconditioner

```lean
/-- The determinant of the error propagator for the Jacobian `jac` with preconditioner `diag(d₁,
d₂)`. -/
theorem det_propagator (a d₁ d₂ : ℝ) :
    (1 - a • (Matrix.diagonal ![d₁, d₂] * jac)).det =
      1 - a * (3 * d₂ - d₁) + a ^ 2 * (d₁ * d₂) := by
  rw [Matrix.det_fin_two]
  simp [jac, Matrix.diagonal_mul]
  ring
```

`Matrix.diagonal ![d₁, d₂]` is the matrix $\mathrm{diag}(d_1,d_2)$. Multiplying $E$ by it from the left scales the rows, so

$$1-aDE=\begin{pmatrix}1+ad_1&2ad_1\\-2ad_2&1-3ad_2\end{pmatrix}.$$

The determinant is

$$(1+ad_1)(1-3ad_2)+4a^2d_1d_2=1-a(3d_2-d_1)+a^2d_1d_2 .$$

The identity holds for all real $a$, $d_1$ and $d_2$. Lean expands the determinant in the same way and leaves the collection of terms to `ring`.

The term linear in $a$ shows how the preconditioner does harm. The diagonal of $E$ contains $-1$ and $3$. Plain mixing benefits from their positive sum, but a large $d_1$ gives more weight to the negative entry.

```lean
/-- For the Jacobian `jac` and a positive diagonal preconditioner `diag(d₁, d₂)` satisfying `3 d₂ ≤
d₁`, mixing converges for no positive step length. -/
theorem preconditioned_not_converges {a d₁ d₂ : ℝ} (h₂ : 0 < d₂) (h : 3 * d₂ ≤ d₁)
    (ha : 0 < a) : ¬ Converges a (Matrix.diagonal ![d₁, d₂]) jac := by
  intro hc
  have h3 := det_lt_one hc
  rw [det_propagator] at h3
  have h₁ : 0 < d₁ := by linarith
  -- the quadratic correction raises the determinant and the linear one does not lower it
  have h4 : 0 < a ^ 2 * (d₁ * d₂) := by positivity
  have h5 : 0 ≤ a * (d₁ - 3 * d₂) := mul_nonneg ha.le (by linarith)
  linarith
```

The curly brackets mark arguments that Lean infers by itself, and the round brackets contain the hypotheses: $d_2>0$, $3d_2\le d_1$ and $a>0$. The conclusion, with `¬` for "not", is that mixing does not converge. Positivity of $d_1$ follows from the first two hypotheses.

By hand, rewrite the determinant as

$$\det(1-aDE)=1+a(d_1-3d_2)+a^2d_1d_2 .$$

The second term is at least zero and the third is strictly positive, so the determinant exceeds 1. This contradicts the determinant test. The argument includes the boundary case $d_1=3d_2$, where the linear term vanishes and the quadratic term alone is enough.

In the proof, `intro hc` assumes convergence, `h3` is the resulting bound on the determinant, and `h4` and `h5` give the signs of the two terms. The final `linarith` finds the contradiction between these inequalities. The theorem makes no statement about preconditioners with $d_1<3d_2$.

## The two behaviours side by side

```lean
/-- For the Jacobian `jac`, plain mixing converges for every step length strictly between 0 and 2,
while mixing with the positive preconditioner `diag(4, 1)` converges for no positive step length. -/
theorem positive_preconditioner_destroys_convergence :
    (∀ a : ℝ, 0 < a → a < 2 → Converges a 1 jac) ∧
      ∀ a : ℝ, 0 < a → ¬ Converges a (Matrix.diagonal ![4, 1]) jac :=
  ⟨fun a h0 h2 => (plain_converges_iff a).2 ⟨h0, h2⟩,
    fun _ ha => preconditioned_not_converges (by norm_num) (by norm_num) ha⟩

end

end DiagonalPreconditioningCounterexample
```

The symbol `∧` joins two statements about the same Jacobian. The first is that plain mixing converges for every $a$ with $0<a<2$, and it comes from `plain_converges_iff`. The second is that mixing with $\mathrm{diag}(4,1)$ fails to converge for every $a>0$, and it comes from the preceding theorem with $d_1=4$ and $d_2=1$. The two calls of `norm_num` check its numerical hypotheses, $0<1$ and $3\cdot1\le4$.

For these values the determinant is

$$\det(1-aDE)=1+a+4a^2>1\qquad(a>0).$$

Reducing the step length therefore does not restore convergence, however small the positive $a$ is made. The statement concerns mixing with a fixed step length and a fixed preconditioner; schemes that change either of them during the iteration, or that combine several earlier iterates, are not covered by `Converges`.

```lean
#print axioms DiagonalPreconditioningCounterexample.jac_charpoly
-- 'DiagonalPreconditioningCounterexample.jac_charpoly' depends on axioms: [propext, Classical.choice, Quot.sound]
#print axioms DiagonalPreconditioningCounterexample.positive_preconditioner_destroys_convergence
-- 'DiagonalPreconditioningCounterexample.positive_preconditioner_destroys_convergence' depends on axioms: [propext, Classical.choice, Quot.sound]
```
